# The filling rate of an empty state under a Lindblad generator is nonnegative and comes from the jump terms

When a Lindblad master equation for finitely many levels is started with one level empty, the initial rate at which that level fills is determined by the jump operators and the initial density matrix. The Hamiltonian and the loss terms contribute nothing to this first derivative, and it is never negative. A Hamiltonian that couples the level to occupied ones can still fill it, but its effect on the population begins at second order in time at the earliest.

## A level with nothing to lose

Let ρ be the density matrix of an open quantum system with finitely many levels, and let v be a state vector. For normalised v, the population of v is ⟨v, ρ v⟩, where ⟨a, b⟩ = ∑ᵢ conj(aᵢ) bᵢ. Populations must not become negative, so if the population of v is zero now, its rate of change must not be negative.

For a positive semidefinite ρ, zero population of v is the same as ρ v = 0. Such a ρ, with v ≠ 0, lies on the boundary of the set of positive semidefinite matrices.

In units with ħ = 1, the Lindblad generator G with Hamiltonian H and jump operators Lₖ is

G(ρ) = −i(Hρ − ρH) + ∑ₖ [ Lₖ ρ Lₖ† − ½(Lₖ†Lₖ ρ + ρ Lₖ†Lₖ) ].

Each Lₖ stands for one dissipative process, such as emission or dephasing, with the square root of its rate absorbed into the operator. The claim is that ρ v = 0 implies

⟨v, G(ρ) v⟩ = ∑ₖ ⟨Lₖ†v, ρ Lₖ†v⟩ ≥ 0.

In a simulation of finitely many levels with a Lindblad equation, a clearly negative derivative for an empty level therefore points to a wrongly assembled generator or to a ρ that is not positive semidefinite.

## From the kernel condition to the rate

Since ρ is Hermitian, it can be moved to the other side of the inner product. For every matrix A,

⟨v, Aρ v⟩ = ⟨v, A(ρv)⟩ = 0,

⟨v, ρA v⟩ = ⟨ρv, A v⟩ = 0.

With A = H, both parts of the commutator vanish. With A = Lₖ†Lₖ, both parts of each anticommutator vanish. What remains is the term with ρ in the middle:

⟨v, Lₖ ρ Lₖ† v⟩ = ⟨Lₖ†v, ρ Lₖ†v⟩.

Summing over k gives the identity. If ρ is positive semidefinite, every summand is nonnegative, and so is the sum.

The daggers on the right are easily lost. Take decay from level 1 to level 0 with L = √γ |0⟩⟨1|, ρ = |1⟩⟨1| and v = |0⟩. Then L†v = √γ |1⟩ and the rate is γ. Writing Lv in place of L†v gives zero, because L annihilates |0⟩. The vector L†v points to where the population comes from.

## When the rate vanishes, and its value for a pure state

A sum of nonnegative numbers is zero exactly when each of them is zero. Write ρ = B†B, which is possible for any positive semidefinite ρ. Then ⟨w, ρw⟩ = ‖Bw‖², so ⟨w, ρw⟩ = 0 gives Bw = 0 and hence ρw = 0. The converse is immediate. The filling rate is therefore zero exactly when ρ Lₖ†v = 0 for every k.

For a pure state, ρ = |ψ⟩⟨ψ| and ρw = ⟨ψ, w⟩ψ. If v is orthogonal to ψ, then ρv = 0. With w = Lₖ†v,

⟨w, ρw⟩ = ⟨ψ, w⟩⟨w, ψ⟩ = |⟨w, ψ⟩|² = |⟨v, Lₖψ⟩|².

The rate is the sum of these squared jump amplitudes over k.

For a trajectory ρ(t) that obeys the master equation at time t₀, expand

⟨v, ρ(t)v⟩ = ∑ᵢⱼ conj(vᵢ) ρᵢⱼ(t) vⱼ.

Differentiating each entry at t₀ gives ⟨v, G(ρ(t₀))v⟩, which the identity turns into the sum over jumps.

## What the Lean theorems say

The finite type `n` labels the basis states and the finite type `κ` labels the jump processes. Operators are complex matrices, `ᴴ` is the adjoint (written `*` in the file's comments), `*ᵥ` applies a matrix to a vector, and `star v ⬝ᵥ w` is ⟨v, w⟩. The definition `lindblad` is the formula for G above; the Lindblad form is taken as given and not derived from a system coupled to a bath.

The name `expect` differs slightly from textbook use. `expect v A` is ⟨v, A v⟩, but here A is usually a density matrix or its rate of change, not an observable. The vector is not required to be normalised. For v ≠ 0 and a ρ of unit trace, the actual population rate is

∑ₖ ⟨Lₖ†v, ρ Lₖ†v⟩ / ⟨v, v⟩.

For an unnormalised pure state, the sum of squared amplitudes is divided by ⟨v, v⟩⟨ψ, ψ⟩.

The main theorem, `positivity_at_boundary`, assumes `hρ : ρ.PosSemidef`, which includes hermiticity, and `hv : ρ *ᵥ v = 0`. It concludes with the identity and the inequality. In the order on complex numbers used here, `0 ≤ z` means that z is real and nonnegative. Unit trace is not assumed. H may be any matrix, although in the physical equation it is Hermitian.

The identity alone, `expect_lindblad`, needs only a Hermitian ρ that annihilates v. The sign needs more. Take three levels with H = 0, the single jump operator L = |0⟩⟨1|, v = |0⟩ and

ρ = diag(0, −1, 2).

This ρ is Hermitian, has trace one and annihilates v, but the rate is ⟨1|ρ|1⟩ = −1. Hermiticity and unit trace together with ρv = 0 do not suffice for the inequality.

In `hasDerivAt_population` the master equation is required only at `t₀`, entry by entry, so H and the Lₖ may depend on time and enter through their values at that instant. The derivative is two-sided, which matters when `t₀` is the start of the evolution: the trajectory must be extended to slightly earlier times, where it need not be positive semidefinite. In the decay example with H = 0 and t₀ = 0, the lower population is 1 − exp(−γt), which for γ > 0 is negative before t = 0.

The theorem `two_level_decay` treats this example with an arbitrary H. Index 0 is the lower level, so `![1, 0]` is |0⟩; many texts list the excited state first. The constant γ is the decay rate of the upper level, for instance by spontaneous emission, and is assumed nonnegative.

The step from these matrices to a laboratory system is the assumption that its reduced dynamics obeys a Lindblad equation at the instant considered. The statements also concern a first derivative at one time; that a whole trajectory stays positive requires a further argument.

## The complete Lean file

```lean
import Mathlib

open Matrix
open scoped ComplexOrder

namespace LindbladBoundary

noncomputable section

variable {n κ : Type*} [Fintype n] [Fintype κ]

/-- The Lindblad generator with Hamiltonian `H` and jump operators `L k`, in units with `ħ = 1`:
`-i[H, ρ] + ∑ (L ρ L* - {L* L, ρ} / 2)`. -/
def lindblad (H : Matrix n n ℂ) (L : κ → Matrix n n ℂ) (ρ : Matrix n n ℂ) : Matrix n n ℂ :=
  (-Complex.I) • (H * ρ - ρ * H) +
    ∑ k, (L k * ρ * (L k)ᴴ - (1 / 2 : ℂ) • ((L k)ᴴ * L k * ρ + ρ * ((L k)ᴴ * L k)))

/-- The diagonal element `⟨v, A v⟩` as a linear functional of the operator `A`; the vector `v`
need not be normalised. -/
def expect (v : n → ℂ) : Matrix n n ℂ →ₗ[ℂ] ℂ where
  toFun A := star v ⬝ᵥ (A *ᵥ v)
  map_add' A B := by rw [Matrix.add_mulVec, dotProduct_add]
  map_smul' c A := by rw [Matrix.smul_mulVec, dotProduct_smul]; rfl

/-- If a Hermitian `ρ` annihilates `v`, then any product with `ρ` as its last or first factor has
zero diagonal element in `v`. -/
theorem expect_mul_of_kernel {ρ : Matrix n n ℂ} (hρ : ρ.IsHermitian) {v : n → ℂ}
    (hv : ρ *ᵥ v = 0) (A : Matrix n n ℂ) :
    expect v (A * ρ) = 0 ∧ expect v (ρ * A) = 0 := by
  -- the bra of `v` is annihilated as well
  have hbra : star v ᵥ* ρ = 0 := by
    have h := Matrix.star_mulVec ρ v
    rw [hv, hρ.eq, star_zero] at h
    exact h.symm
  constructor
  · change star v ⬝ᵥ ((A * ρ) *ᵥ v) = 0
    rw [← Matrix.mulVec_mulVec, hv, Matrix.mulVec_zero, dotProduct_zero]
  · change star v ⬝ᵥ ((ρ * A) *ᵥ v) = 0
    rw [← Matrix.mulVec_mulVec, Matrix.dotProduct_mulVec, hbra, zero_dotProduct]

/-- The jump term `L ρ L*` has diagonal element `⟨L* v, ρ L* v⟩` in `v`. -/
theorem expect_jump (L ρ : Matrix n n ℂ) (v : n → ℂ) :
    expect v (L * ρ * Lᴴ) = expect (Lᴴ *ᵥ v) ρ := by
  change star v ⬝ᵥ ((L * ρ * Lᴴ) *ᵥ v) = star (Lᴴ *ᵥ v) ⬝ᵥ (ρ *ᵥ (Lᴴ *ᵥ v))
  rw [Matrix.star_mulVec, Matrix.conjTranspose_conjTranspose, ← Matrix.dotProduct_mulVec]
  simp only [Matrix.mulVec_mulVec, Matrix.mul_assoc]

/-- For a Hermitian `ρ` with `ρ v = 0`, only the jump terms contribute to `⟨v, G(ρ) v⟩`, which
equals `∑ ⟨L_k* v, ρ L_k* v⟩`. -/
theorem expect_lindblad (H : Matrix n n ℂ) (L : κ → Matrix n n ℂ) {ρ : Matrix n n ℂ}
    (hρ : ρ.IsHermitian) {v : n → ℂ} (hv : ρ *ᵥ v = 0) :
    expect v (lindblad H L ρ) = ∑ k, expect ((L k)ᴴ *ᵥ v) ρ := by
  have hl := fun A => (expect_mul_of_kernel hρ hv A).1
  have hr := fun A => (expect_mul_of_kernel hρ hv A).2
  -- the commutator and the anticommutators drop out
  simp only [lindblad, map_add, map_sub, map_smul, map_sum, hl, hr, expect_jump,
    sub_zero, add_zero, zero_add, smul_zero]

/-- Positivity at the boundary: if `ρ` is positive semidefinite and `ρ v = 0`, then
`⟨v, G(ρ) v⟩ = ∑ ⟨L_k* v, ρ L_k* v⟩`, and this number is real and nonnegative. -/
theorem positivity_at_boundary (H : Matrix n n ℂ) (L : κ → Matrix n n ℂ) {ρ : Matrix n n ℂ}
    (hρ : ρ.PosSemidef) {v : n → ℂ} (hv : ρ *ᵥ v = 0) :
    expect v (lindblad H L ρ) = ∑ k, expect ((L k)ᴴ *ᵥ v) ρ ∧
      0 ≤ expect v (lindblad H L ρ) := by
  have h := expect_lindblad H L hρ.isHermitian hv
  refine ⟨h, ?_⟩
  rw [h]
  exact Finset.sum_nonneg fun k _ => hρ.dotProduct_mulVec_nonneg _

/-- For a positive semidefinite `ρ` with `ρ v = 0`, the element `⟨v, G(ρ) v⟩` vanishes exactly
when every `L_k* v` is again annihilated by `ρ`. -/
theorem boundary_rate_eq_zero_iff (H : Matrix n n ℂ) (L : κ → Matrix n n ℂ)
    {ρ : Matrix n n ℂ} (hρ : ρ.PosSemidef) {v : n → ℂ} (hv : ρ *ᵥ v = 0) :
    expect v (lindblad H L ρ) = 0 ↔ ∀ k, ρ *ᵥ ((L k)ᴴ *ᵥ v) = 0 := by
  have hnn : ∀ k ∈ (Finset.univ : Finset κ), 0 ≤ expect ((L k)ᴴ *ᵥ v) ρ :=
    fun k _ => hρ.dotProduct_mulVec_nonneg _
  rw [expect_lindblad H L hρ.isHermitian hv, Finset.sum_eq_zero_iff_of_nonneg hnn]
  -- a positive form vanishes only on the kernel
  exact ⟨fun h k => (hρ.dotProduct_mulVec_zero_iff _).1 (h k (Finset.mem_univ k)),
    fun h k _ => (hρ.dotProduct_mulVec_zero_iff _).2 (h k)⟩

/-- For `ρ = |ψ⟩⟨ψ|` and `v` orthogonal to `ψ`, the element `⟨v, G(ρ) v⟩` is the sum of the
squared jump amplitudes `|⟨v, L_k ψ⟩|²`. -/
theorem pure_state_rate (H : Matrix n n ℂ) (L : κ → Matrix n n ℂ) {ψ v : n → ℂ}
    (hv : star ψ ⬝ᵥ v = 0) :
    expect v (lindblad H L (vecMulVec ψ (star ψ))) =
      ∑ k, (‖star v ⬝ᵥ (L k *ᵥ ψ)‖ : ℂ) ^ 2 := by
  have hproj : ∀ w : n → ℂ, vecMulVec ψ (star ψ) *ᵥ w = (star ψ ⬝ᵥ w) • ψ := by
    intro w
    ext i
    simp only [Matrix.mulVec, dotProduct, Matrix.vecMulVec_apply, Pi.smul_apply, smul_eq_mul,
      Finset.sum_mul]
    exact Finset.sum_congr rfl fun j _ => by ring
  have hherm : (vecMulVec ψ (star ψ)).IsHermitian := by
    ext i j
    simp [Matrix.vecMulVec_apply, mul_comm]
  rw [expect_lindblad H L hherm (by rw [hproj, hv, zero_smul])]
  refine Finset.sum_congr rfl fun k _ => ?_
  -- move the jump operator from the bra to the ket
  have h1 : star ((L k)ᴴ *ᵥ v) ⬝ᵥ ψ = star v ⬝ᵥ (L k *ᵥ ψ) := by
    rw [Matrix.star_mulVec, Matrix.conjTranspose_conjTranspose, ← Matrix.dotProduct_mulVec]
  change star ((L k)ᴴ *ᵥ v) ⬝ᵥ (vecMulVec ψ (star ψ) *ᵥ ((L k)ᴴ *ᵥ v)) = _
  rw [hproj, dotProduct_smul, smul_eq_mul, Matrix.star_dotProduct ψ, h1]
  exact Complex.conj_mul' _

/-- If a trajectory obeys the Lindblad equation at time `t₀`, where `ρ` is Hermitian and
annihilates `v`, then `⟨v, ρ(t) v⟩` has time derivative `∑ ⟨L_k* v, ρ L_k* v⟩` at `t₀`. -/
theorem hasDerivAt_population (H : Matrix n n ℂ) (L : κ → Matrix n n ℂ)
    {ρ : ℝ → Matrix n n ℂ} {t₀ : ℝ}
    (hρ' : ∀ i j, HasDerivAt (fun t => ρ t i j) (lindblad H L (ρ t₀) i j) t₀)
    (hρ : (ρ t₀).IsHermitian) {v : n → ℂ} (hv : ρ t₀ *ᵥ v = 0) :
    HasDerivAt (fun t => expect v (ρ t)) (∑ k, expect ((L k)ᴴ *ᵥ v) (ρ t₀)) t₀ := by
  rw [← expect_lindblad H L hρ hv]
  -- write the diagonal element as a double sum and differentiate entry by entry
  have e : ∀ A : Matrix n n ℂ, expect v A = ∑ i, ∑ j, star (v i) * (A i j * v j) := by
    intro A
    change star v ⬝ᵥ (A *ᵥ v) = _
    simp only [dotProduct, Matrix.mulVec, Finset.mul_sum, Pi.star_apply]
  simp only [e]
  exact HasDerivAt.fun_sum fun i _ => HasDerivAt.fun_sum fun j _ =>
    ((hρ' i j).mul_const _).const_mul _

/-- Two-level decay with jump operator `√γ |0⟩⟨1|` and `γ ≥ 0`: for the state `|1⟩⟨1|`, the
element `⟨0| G(ρ) |0⟩` equals `γ`. -/
theorem two_level_decay (H : Matrix (Fin 2) (Fin 2) ℂ) {γ : ℝ} (hγ : 0 ≤ γ) :
    expect ![1, 0] (lindblad H (fun _ : Unit => !![0, (Real.sqrt γ : ℂ); 0, 0])
      !![0, 0; 0, 1]) = (γ : ℂ) := by
  have hs : (Real.sqrt γ : ℂ) * (Real.sqrt γ : ℂ) = (γ : ℂ) := by
    rw [← Complex.ofReal_mul, Real.mul_self_sqrt hγ]
  have hherm : (!![0, 0; 0, 1] : Matrix (Fin 2) (Fin 2) ℂ).IsHermitian := by
    ext i j
    fin_cases i <;> fin_cases j <;> simp
  have hker : (!![0, 0; 0, 1] : Matrix (Fin 2) (Fin 2) ℂ) *ᵥ ![1, 0] = 0 := by
    ext i
    fin_cases i <;> simp [Matrix.mulVec, dotProduct, Fin.sum_univ_two]
  rw [expect_lindblad H _ hherm hker]
  simp [expect, Matrix.mulVec, dotProduct, Fin.sum_univ_two, Matrix.conjTranspose_apply, hs]

end

end LindbladBoundary
```

```lean
#print axioms LindbladBoundary.positivity_at_boundary
#print axioms LindbladBoundary.pure_state_rate
#print axioms LindbladBoundary.hasDerivAt_population
#print axioms LindbladBoundary.two_level_decay
```

```
'LindbladBoundary.positivity_at_boundary' depends on axioms: [propext, Classical.choice, Quot.sound]
'LindbladBoundary.pure_state_rate' depends on axioms: [propext, Classical.choice, Quot.sound]
'LindbladBoundary.hasDerivAt_population' depends on axioms: [propext, Classical.choice, Quot.sound]
'LindbladBoundary.two_level_decay' depends on axioms: [propext, Classical.choice, Quot.sound]
```

## How Lean removes the outer terms

The lemma `expect_mul_of_kernel` carries the first step of the derivation. Its intermediate fact `hbra` says that the row vector ⟨v|ρ is zero. It comes from taking the adjoint of ρv = 0 with `Matrix.star_mulVec` and replacing ρ† by ρ. For Aρ, the proof applies the product to v one factor at a time and meets ρv. For ρA, it uses `Matrix.dotProduct_mulVec` to let ρ act on the bra, where `hbra` gives zero.

The lemma `expect_jump` moves L across the inner product as L†. In `expect_lindblad` the pieces are put together by one `simp only` call. Since `expect v` is defined as a linear map, `map_add`, `map_sub`, `map_smul` and `map_sum` distribute it over the generator. The facts `hl` and `hr` then remove all terms with ρ at the right or left end, and `expect_jump` rewrites the rest. The brackets in `ρ * ((L k)ᴴ * L k)` help here: they present the term as ρ times a single matrix, which is the shape that `hr` recognises.

## Signs, zeros and squared amplitudes

In `positivity_at_boundary` the identity is substituted into the inequality, and `Finset.sum_nonneg` reduces the sum to its summands. Each of these is nonnegative by the definition of a positive semidefinite matrix.

The equivalence `boundary_rate_eq_zero_iff` uses `Finset.sum_eq_zero_iff_of_nonneg` to pass from a vanishing sum to vanishing summands. Mathlib's `dotProduct_mulVec_zero_iff` then supplies the statement derived above from ρ = B†B, that a positive semidefinite form vanishes only on the kernel of its matrix.

In `pure_state_rate`, the matrix `vecMulVec ψ (star ψ)` is |ψ⟩⟨ψ|. The fact `hproj` computes its action on a vector, and `hherm` shows that it is Hermitian. Together with the orthogonality of ψ and v, they allow `expect_lindblad` to be applied. The fact `h1` is ⟨L†v, ψ⟩ = ⟨v, Lψ⟩, and `Complex.conj_mul'` turns the remaining product of a number with its conjugate into a squared modulus.

## The time derivative and the decay rate

The proof of `hasDerivAt_population` first uses the identity backwards, so that the derivative to be established is ⟨v, G(ρ(t₀))v⟩. The fact `e` writes the diagonal element as the double sum over matrix entries. `HasDerivAt.fun_sum` differentiates both sums, while `mul_const` and `const_mul` take care of the fixed components of v. Working with entries avoids having to choose a norm on matrices.

For `two_level_decay`, the proof checks that |1⟩⟨1| is Hermitian and annihilates |0⟩. After `expect_lindblad` has removed H, a finite computation leaves √γ · √γ, which `hs` identifies with γ.
